# A level coupled to one self-energy pole has a two-pole Green's function

Take a level at energy \(e\) whose self-energy is \(g^2/(w-E)\) at frequency \(w\), and evaluate that self-energy once, at \(w=e\). The level moves to \(e+g^2/(e-E)\) and keeps its full spectral weight. This estimate diverges as \(e\) approaches \(E\), and at any separation it misses a second pole of the Green's function and the weight that this pole takes from the first. Both defects disappear when the frequency dependence is kept and the Dyson equation is solved exactly.

## The level and its self-energy

The energies \(e\) and \(E\) are real, and so is the coupling \(g\), which is nonzero. The number \(E\) stands for the energy of the one excited configuration that the level can mix with, and \(g^2\) is the strength of that mixing. The condition \(g\neq0\) says that the mixing takes place. The Green's function of the level is

\[
G(w)=\frac{1}{w-e-\dfrac{g^2}{w-E}} .
\]

With \(R=\sqrt{(e-E)^2+4g^2}\) and a sign \(s=\pm1\), define

\[
w_s=\frac{e+E+sR}{2},\qquad Z_s=\frac12\left(1+\frac{s(e-E)}{R}\right),
\]

and write \(w_+,Z_+\) for \(s=1\) and \(w_-,Z_-\) for \(s=-1\). The result is

\[
G(w)=\frac{Z_+}{w-w_+}+\frac{Z_-}{w-w_-}.
\]

In GW calculations, too, a frequency-dependent self-energy gives quasiparticle peaks of reduced weight together with satellites; the formula shows this mechanism in a scalar model with a single undamped self-energy pole.

## Real parameters, complex frequency

In Lean, `splitting`, `pole` and `weight` are the real functions \(R\), \(w_s\) and \(Z_s\). The sign is a real argument `s`, and theorems that need it to be a sign assume `s = 1 ∨ s = -1`. The function `greens` takes a complex `w`, with the real parameters read as complex numbers.

The main theorem, `greens_eq_two_poles`, says that for \(g\neq0\) and every complex \(w\) different from \(E\), \(w_+\) and \(w_-\), the Green's function equals the two-pole sum. The other theorems describe its ingredients:

- `poles_interlace` states \(w_-<E<w_+\).
- `spectral_sum_rules` states that both weights are positive, that they sum to one, and that the weighted mean of the poles is \(e\).
- `eigenvalue_iff_pole` concerns the real matrix `hamiltonian`, with rows \((e,g)\) and \((g,E)\). A real number has a nonzero real eigenvector exactly when it is one of the two poles.
- `eigenvector_sq_eq_weight` says that an eigenvector `v` at \(w_s\) with `v ⬝ᵥ v = 1` has \(v_0^2=Z_s\). Components are numbered from zero, so \(v_0\) belongs to the level \(e\).
- `selfEnergy_slope` gives the derivative of the self-energy along the real axis at each pole as \(1-1/Z_s\).

The self-energy is an input here: it is not computed from a Green's function and a screened interaction. Its pole is real, so there are no lifetimes, and no infinitesimal shifts fix a time ordering.

## Factorising the Dyson denominator

The poles have sum \(w_++w_-=e+E\) and product

\[
w_+w_-=\frac{(e+E)^2-R^2}{4}=\frac{(e+E)^2-(e-E)^2-4g^2}{4}=eE-g^2 .
\]

Hence

\[
w-e-\frac{g^2}{w-E}=\frac{w^2-(e+E)w+eE-g^2}{w-E}=\frac{(w-w_+)(w-w_-)}{w-E},
\]

and \(G(w)=(w-E)/[(w-w_+)(w-w_-)]\).

The weights satisfy \(Z_++Z_-=1\) and \(Z_+-Z_-=(e-E)/R\), so

\[
Z_+w_++Z_-w_-=\frac{e+E}{2}+\frac R2\cdot\frac{e-E}{R}=e .
\]

Subtracting this from \((Z_++Z_-)(w_++w_-)=e+E\) leaves the crossed sum \(Z_+w_-+Z_-w_+=E\). Over the common denominator, the numerator of the two-pole sum is therefore

\[
Z_+(w-w_-)+Z_-(w-w_+)=w-E,
\]

which is the numerator of \(G\).

Since \(R^2>(e-E)^2\), we have \(-R<e-E<R\). Then \(w_+-E=(e-E+R)/2\) is positive and \(w_--E=(e-E-R)/2\) is negative, which puts \(E\) between the poles. The same bound gives \(|(e-E)/R|<1\), so both weights are positive.

## Weights as squared eigenvector components

Using \(s^2=1\), each pole satisfies

\[
(w_s-e)(w_s-E)=\frac{(sR-(e-E))(sR+(e-E))}{4}=\frac{R^2-(e-E)^2}{4}=g^2 .
\]

In particular \(w_s\neq E\). Also \(2w_s-e-E=sR\), and therefore

\[
Z_s(2w_s-e-E)=\frac{sR+(e-E)}{2}=w_s-E .
\]

An eigenvector \(v\) of the matrix with eigenvalue \(w\) obeys

\[
(w-e)v_0=g v_1,\qquad (w-E)v_1=g v_0 .
\]

If \(v_0\) were zero, the first equation would force \(v_1=0\), so \(v_0\neq0\). Multiplying the first equation by \(w-E\) and using the second gives \((w-e)(w-E)v_0=g^2v_0\). Hence \((w-w_+)(w-w_-)=0\), and \(w\) is a pole. Conversely, the unnormalised vector \((w_s-E,\,g)\) is an eigenvector at \(w_s\): its first row is the pole equation above, and its second row reads \(g(w_s-E)+Eg=w_sg\).

For a normalised eigenvector at \(w_s\), multiply the first equation by \(v_0\) and the second by \(v_1\). The right-hand sides agree, so

\[
(w_s-e)v_0^2=(w_s-E)v_1^2=(w_s-E)(1-v_0^2).
\]

This rearranges to \(v_0^2(2w_s-e-E)=w_s-E\). The weight satisfies the same equation and the factor \(sR\) is nonzero, so \(v_0^2=Z_s\).

## The slope of the self-energy

Write \(\Sigma(w)=g^2/(w-E)\). At a pole, the pole equation replaces \(g^2\):

\[
\Sigma'(w_s)=-\frac{g^2}{(w_s-E)^2}=-\frac{w_s-e}{w_s-E}
=1-\frac{2w_s-e-E}{w_s-E}=1-\frac1{Z_s}.
\]

Solved for the weight, this is the renormalisation factor \(Z_s=1/(1-\Sigma'(w_s))\).

## Lean source for the two-pole formula

```lean
import Mathlib

open Matrix

namespace OnePoleSelfEnergy

noncomputable section

/-- The splitting `R = sqrt((e - E)² + 4 g²)` of a level `e` coupled with strength `g` to a
level `E`. -/
def splitting (e E g : ℝ) : ℝ := Real.sqrt ((e - E) ^ 2 + 4 * g ^ 2)

/-- The pole position `(e + E + s R) / 2`, where the sign `s = 1` or `s = -1` selects the
upper or the lower pole. -/
def pole (e E g s : ℝ) : ℝ := (e + E + s * splitting e E g) / 2

/-- The pole weight `Z = (1 + s (e - E) / R) / 2` for the sign `s`. -/
def weight (e E g s : ℝ) : ℝ := (1 + s * (e - E) / splitting e E g) / 2

/-- The Green's function of a level `e` with the one-pole self-energy `g² / (w - E)`, at
complex frequency `w`. -/
def greens (e E g : ℝ) (w : ℂ) : ℂ := 1 / (w - e - (g : ℂ) ^ 2 / (w - E))

/-- The two-level Hamiltonian with diagonal energies `e`, `E` and coupling `g`. -/
def hamiltonian (e E g : ℝ) : Matrix (Fin 2) (Fin 2) ℝ := !![e, g; g, E]

lemma splitting_sq (e E g : ℝ) : splitting e E g ^ 2 = (e - E) ^ 2 + 4 * g ^ 2 :=
  Real.sq_sqrt (by positivity)

lemma splitting_pos (e E : ℝ) {g : ℝ} (hg : g ≠ 0) : 0 < splitting e E g :=
  Real.sqrt_pos.2 (by positivity)

/-- The two poles have sum `e + E` and product `e E - g²`. -/
theorem pole_sum_and_product (e E g : ℝ) :
    pole e E g 1 + pole e E g (-1) = e + E ∧
      pole e E g 1 * pole e E g (-1) = e * E - g ^ 2 := by
  unfold pole
  constructor
  · ring
  · linear_combination (-1 / 4) * splitting_sq e E g

/-- For either sign `s`, the number `w0 = pole e E g s` satisfies `(w0 - e)(w0 - E) = g²`. -/
theorem pole_equation (e E g : ℝ) {s : ℝ} (hs : s = 1 ∨ s = -1) :
    (pole e E g s - e) * (pole e E g s - E) = g ^ 2 := by
  have hs2 : s ^ 2 = 1 := by rcases hs with rfl | rfl <;> norm_num
  unfold pole
  linear_combination (s ^ 2 / 4) * splitting_sq e E g + ((e - E) ^ 2 + 4 * g ^ 2) / 4 * hs2

lemma pole_sub_ne_zero (e E : ℝ) {g s : ℝ} (hg : g ≠ 0) (hs : s = 1 ∨ s = -1) :
    pole e E g s - E ≠ 0 := by
  intro h
  have hp := pole_equation e E g hs
  rw [h, mul_zero] at hp
  exact pow_ne_zero 2 hg hp.symm

lemma weight_mul (e E : ℝ) {g s : ℝ} (hg : g ≠ 0) (hs : s = 1 ∨ s = -1) :
    weight e E g s * (2 * pole e E g s - e - E) = pole e E g s - E := by
  have hR := (splitting_pos e E hg).ne'
  unfold weight pole
  rcases hs with rfl | rfl <;> field_simp <;> ring

/-- For `g ≠ 0`, the self-energy pole `E` lies strictly between the two poles of the Green's
function. -/
theorem poles_interlace (e E : ℝ) {g : ℝ} (hg : g ≠ 0) :
    pole e E g (-1) < E ∧ E < pole e E g 1 := by
  have hg2 : 0 < g ^ 2 := by positivity
  have h := abs_lt_of_sq_lt_sq' (a := e - E) (b := splitting e E g)
    (by rw [splitting_sq]; linarith) (splitting_pos e E hg).le
  unfold pole
  constructor <;> linarith [h.1, h.2]

/-- For `g ≠ 0`, both weights are positive, they sum to one, and the weighted mean of the poles is
the bare level `e`. -/
theorem spectral_sum_rules (e E : ℝ) {g : ℝ} (hg : g ≠ 0) :
    0 < weight e E g 1 ∧ 0 < weight e E g (-1) ∧
      weight e E g 1 + weight e E g (-1) = 1 ∧
      weight e E g 1 * pole e E g 1 + weight e E g (-1) * pole e E g (-1) = e := by
  have hR := splitting_pos e E hg
  have hR' := hR.ne'
  obtain ⟨hl, hu⟩ := poles_interlace e E hg
  unfold pole at hl hu
  have h1 : -1 < 1 * (e - E) / splitting e E g := by
    rw [lt_div_iff₀ hR]; linarith
  have h2 : -1 < -1 * (e - E) / splitting e E g := by
    rw [lt_div_iff₀ hR]; linarith
  unfold weight pole
  refine ⟨by linarith, by linarith, by ring, ?_⟩
  field_simp
  ring

/-- The Green's function with a one-pole self-energy is the sum of two simple poles with
weights `Z`, at every complex frequency other than `E` and the two poles. -/
theorem greens_eq_two_poles (e E : ℝ) {g : ℝ} (hg : g ≠ 0) {w : ℂ} (hE : w ≠ E)
    (hu : w ≠ pole e E g 1) (hl : w ≠ pole e E g (-1)) :
    greens e E g w = (weight e E g 1 : ℂ) / (w - pole e E g 1) +
      (weight e E g (-1) : ℂ) / (w - pole e E g (-1)) := by
  obtain ⟨hs, hp⟩ := pole_sum_and_product e E g
  obtain ⟨-, -, hz, hm⟩ := spectral_sum_rules e E hg
  -- the crossed moment of the weights is the self-energy pole
  have hx : weight e E g 1 * pole e E g (-1) + weight e E g (-1) * pole e E g 1 = E := by
    linear_combination (pole e E g 1 + pole e E g (-1)) * hz + hs - hm
  have hsC : (pole e E g 1 : ℂ) + (pole e E g (-1) : ℂ) = e + E := by exact_mod_cast hs
  have hpC : (pole e E g 1 : ℂ) * (pole e E g (-1) : ℂ) = e * E - (g : ℂ) ^ 2 := by
    exact_mod_cast hp
  have hzC : (weight e E g 1 : ℂ) + (weight e E g (-1) : ℂ) = 1 := by exact_mod_cast hz
  have hxC : (weight e E g 1 : ℂ) * (pole e E g (-1) : ℂ) +
      (weight e E g (-1) : ℂ) * (pole e E g 1 : ℂ) = E := by exact_mod_cast hx
  have hE' : w - (E : ℂ) ≠ 0 := sub_ne_zero.2 hE
  -- factorise the Dyson denominator
  have hden : w - e - (g : ℂ) ^ 2 / (w - E) =
      (w - pole e E g 1) * (w - pole e E g (-1)) / (w - E) := by
    rw [eq_div_iff hE', sub_mul, div_mul_cancel₀ _ hE']
    linear_combination w * hsC - hpC
  -- compare numerators over the common denominator
  rw [greens, hden, one_div_div, div_add_div _ _ (sub_ne_zero.2 hu) (sub_ne_zero.2 hl)]
  congr 1
  linear_combination (-w) * hzC + hxC

lemma eigen_iff (e E g w : ℝ) (v : Fin 2 → ℝ) :
    hamiltonian e E g *ᵥ v = w • v ↔
      e * v 0 + g * v 1 = w * v 0 ∧ g * v 0 + E * v 1 = w * v 1 := by
  rw [funext_iff, Fin.forall_fin_two]
  simp [hamiltonian, Matrix.mulVec, dotProduct, Fin.sum_univ_two]

/-- The eigenvalues of the two-level Hamiltonian are exactly the two poles. -/
theorem eigenvalue_iff_pole (e E : ℝ) {g : ℝ} (hg : g ≠ 0) (w : ℝ) :
    (∃ v : Fin 2 → ℝ, v ≠ 0 ∧ hamiltonian e E g *ᵥ v = w • v) ↔
      w = pole e E g 1 ∨ w = pole e E g (-1) := by
  constructor
  · rintro ⟨v, hv, h⟩
    obtain ⟨h0, h1⟩ := (eigen_iff e E g w v).1 h
    obtain ⟨hs, hp⟩ := pole_sum_and_product e E g
    -- an eigenvector cannot live on the second level alone
    have hv0 : v 0 ≠ 0 := by
      intro hz
      have hgv : g * v 1 = 0 := by linear_combination h0 + (w - e) * hz
      have hv1 : v 1 = 0 := (mul_eq_zero.1 hgv).resolve_left hg
      exact hv (by ext i; fin_cases i <;> simp [hz, hv1])
    have hdet : (w - pole e E g 1) * (w - pole e E g (-1)) * v 0 = 0 := by
      linear_combination (-w * v 0) * hs + v 0 * hp - (w - E) * h0 - g * h1
    rcases mul_eq_zero.1 ((mul_eq_zero.1 hdet).resolve_right hv0) with h | h
    · exact Or.inl (sub_eq_zero.1 h)
    · exact Or.inr (sub_eq_zero.1 h)
  · have key : ∀ s : ℝ, s = 1 ∨ s = -1 → ∃ v : Fin 2 → ℝ, v ≠ 0 ∧
        hamiltonian e E g *ᵥ v = pole e E g s • v := by
      intro s hs
      have hp := pole_equation e E g hs
      refine ⟨![pole e E g s - E, g], fun h => hg (by simpa using congrFun h 1),
        (eigen_iff _ _ _ _ _).2 ⟨?_, ?_⟩⟩
      · show e * (pole e E g s - E) + g * g = pole e E g s * (pole e E g s - E)
        linear_combination -hp
      · show g * (pole e E g s - E) + E * g = pole e E g s * g
        ring
    rintro (rfl | rfl)
    · exact key 1 (Or.inl rfl)
    · exact key (-1) (Or.inr rfl)

/-- For `g ≠ 0`, the squared first component of any normalised eigenvector at a pole is the weight
of that pole. -/
theorem eigenvector_sq_eq_weight (e E : ℝ) {g s : ℝ} (hg : g ≠ 0) (hs : s = 1 ∨ s = -1)
    {v : Fin 2 → ℝ} (hv : hamiltonian e E g *ᵥ v = pole e E g s • v) (hn : v ⬝ᵥ v = 1) :
    v 0 ^ 2 = weight e E g s := by
  obtain ⟨h0, h1⟩ := (eigen_iff _ _ _ _ _).1 hv
  have hm := weight_mul e E hg hs
  have hN : 2 * pole e E g s - e - E ≠ 0 := by
    intro h
    rw [h, mul_zero] at hm
    exact pole_sub_ne_zero e E hg hs hm.symm
  simp only [dotProduct, Fin.sum_univ_two] at hn
  apply mul_right_cancel₀ hN
  linear_combination (-v 0) * h0 + v 1 * h1 + (pole e E g s - E) * hn - hm

/-- For `g ≠ 0`, the self-energy has slope `1 - 1 / Z` at each pole, where `Z` is the weight of that
pole. -/
theorem selfEnergy_slope (e E : ℝ) {g s : ℝ} (hg : g ≠ 0) (hs : s = 1 ∨ s = -1) :
    HasDerivAt (fun w : ℝ => g ^ 2 / (w - E)) (1 - 1 / weight e E g s) (pole e E g s) := by
  have hne := pole_sub_ne_zero e E hg hs
  have hm := weight_mul e E hg hs
  have hZ : weight e E g s ≠ 0 := by
    intro h
    rw [h, zero_mul] at hm
    exact hne hm.symm
  have hinv : 1 / weight e E g s = (2 * pole e E g s - e - E) / (pole e E g s - E) := by
    rw [div_eq_div_iff hZ hne]
    linear_combination -hm
  have hd := (hasDerivAt_const (pole e E g s) (g ^ 2)).fun_div
    ((hasDerivAt_id' (pole e E g s)).sub_const E) hne
  refine hd.congr_deriv ?_
  rw [hinv, ← pole_equation e E g hs]
  field_simp
  ring

end

end OnePoleSelfEnergy
```

```lean
#print axioms OnePoleSelfEnergy.greens_eq_two_poles
#print axioms OnePoleSelfEnergy.eigenvalue_iff_pole
#print axioms OnePoleSelfEnergy.eigenvector_sq_eq_weight
#print axioms OnePoleSelfEnergy.selfEnergy_slope
```

```
'OnePoleSelfEnergy.greens_eq_two_poles' depends on axioms: [propext, Classical.choice, Quot.sound]
'OnePoleSelfEnergy.eigenvalue_iff_pole' depends on axioms: [propext, Classical.choice, Quot.sound]
'OnePoleSelfEnergy.eigenvector_sq_eq_weight' depends on axioms: [propext, Classical.choice, Quot.sound]
'OnePoleSelfEnergy.selfEnergy_slope' depends on axioms: [propext, Classical.choice, Quot.sound]
```

## How the lemmas fit together

The lemma `splitting_sq` supplies \(R^2=(e-E)^2+4g^2\), and `splitting_pos` supplies \(R>0\). From the first come `pole_sum_and_product` and `pole_equation`. The lemma `pole_sub_ne_zero` then excludes \(w_s=E\), because that would make \(g^2\) zero, and `weight_mul` is the relation \(Z_s(2w_s-e-E)=w_s-E\), checked for each sign after clearing \(R\) from the denominator.

In `greens_eq_two_poles`, the step `hx` is the crossed sum. The real identities are carried over to the complex numbers by `exact_mod_cast`. Then `hden` factorises the Dyson denominator, `div_add_div` puts the two poles over a common denominator, and `congr 1` leaves the equality of numerators. The three exclusions on `w` provide the nonzero factors for these steps.

For the matrix, `eigen_iff` turns the vector equation into its two rows. The forward half of `eigenvalue_iff_pole` proves \(v_0\neq0\) and then the vanishing product; the backward half exhibits \((w_s-E,g)\). The proof of `selfEnergy_slope` applies the quotient rule, rewrites \(1/Z_s\) by `weight_mul`, and replaces \(g^2\) by the pole equation.

## Algebra by `linear_combination`

Most of the algebra rests on the tactic `linear_combination`. It is given known equations with coefficients, subtracts that combination from the goal, and asks `ring` to confirm that the two sides then agree identically. The choice of coefficients is the mathematical content.

The product of the poles is a small example. The difference between its two sides is

\[
\frac{(e+E)^2-R^2}{4}-(eE-g^2)=-\frac14\left(R^2-(e-E)^2-4g^2\right),
\]

so the proof is `linear_combination (-1 / 4) * splitting_sq e E g`. The square root is never manipulated: `ring` treats \(R\) as a symbol, and the equation for \(R^2\) provides the only fact about it.

The last line of `eigenvector_sq_eq_weight` records the eigenvector argument in the same way. The rows `h0` and `h1` enter with coefficients \(-v_0\) and \(v_1\), which cancels the terms in \(g v_0v_1\). The normalisation `hn` enters with coefficient \(w_s-E\) and eliminates \(v_1^2\), and subtracting `hm` brings in the weight.

## Starting from the resolvent

The Green's function could also be defined as the first diagonal entry of the resolvent \((w-H)^{-1}\), where \(H\) is the two-level matrix. Away from the poles this entry is

\[
\frac{w-E}{(w-e)(w-E)-g^2}.
\]

It is regular at \(w=E\), where it vanishes, so the two-pole formula would need only the two poles excluded. With the definition in the file, Lean's convention that division by zero gives zero makes `greens` equal to \(1/(E-e)\) at \(w=E\) when \(e\neq E\), and the exclusion of that point is a real restriction.

The change would also reverse the roles of input and consequence. The matrix would come first, and the self-energy \(g^2/(w-E)\) could be derived by eliminating the second level. The file starts from the self-energy, as one does with the Dyson equation, defines the matrix separately, and shows that its eigenvalues and squared eigenvector components match the poles and weights.
